# A surface phase with its own adsorbate number stays stable at mid-window if the window is wider than four times the largest energy error

## A phase that energy errors can remove

Take three surface phases with 0, 1 and 2 adsorbates and calculated energies 0, 0 and 0.3 eV. The phase diagram shows the middle phase as stable for adsorbate chemical potentials from 0 to 0.3 eV. Suppose that each energy may be wrong by 0.1 eV. The true energies could then be −0.1, 0.1 and 0.2 eV, and with these the middle phase is stable at no chemical potential at all. The diagram alone gives no warning of this; the width of the window has to be compared with the error.

## Grand energies at fixed surface area

Let phase \(i\) have energy \(E_i\) and contain \(N_i\) adsorbates, both counted for the same surface cell. At adsorbate chemical potential \(m\) its grand energy is

\[
G_i(m) = E_i - m N_i .
\]

Phase \(k\) is stable at \(m\) if no phase has a lower grand energy, and strictly stable if every other phase has a higher one. The energies \(E_i\) do not depend on \(m\). They may be total energies, or free energies at one fixed temperature.

Let \(E'_i\) be a second set of energies with \(|E'_i - E_i| \le d\) for every \(i\). One set can be read as calculated and the other as true. The bound \(d\) stands for the largest error of any single phase energy, for the whole common cell and not per adsorbate.

## What is claimed

Suppose that phase \(k\) is stable throughout \([a,b]\) with the energies \(E_i\), and that no other phase has the same adsorbate number. If \(b-a>4d\), then phase \(k\) is strictly stable at \((a+b)/2\) with the energies \(E'_i\). This is `strictlyStable_at_midpoint`.

In Lean the phases are the elements of a type `ι`, which need not be finite. The energies are a function `E : ι → ℝ` and the adsorbate numbers a function `N : ι → ℤ`, so two different numbers differ by at least one. The hypothesis `hN` compares only phase `k` with the others, which may share numbers among themselves. It excludes every other phase with the number of `k`. If such a phase lay less than \(2d\) above `k`, the errors could bring it below `k` at every \(m\), however wide the window. Structures that share the number of `k` therefore need a separate comparison of their energies.

For the numbers 0, 1, 2, `midpoint_guarantee_iff` shows that the threshold is sharp. With \(a\), \(b\) and \(d\ge 0\) fixed, the midpoint guarantee holds for all energies and all changes up to \(d\) if and only if \(b-a>4d\). This is a worst-case statement: a particular set of errors may spare a phase with a narrower window.

For phase diagrams built from electronic-structure energies, the result turns an error bound into a test of window width for a phase that shares its adsorbate number with no other, within a model with one adsorbate species, a given list of phases and a uniform bound \(d\). It does not supply the bound, and it says nothing about phases missing from the list.

## The gap grows from the edges of the window

Let \(a\le m\le b\) and \(i\ne k\). If \(N_i<N_k\), compare with the lower edge:

\[
G_i(m)-G_k(m) = \big[G_i(a)-G_k(a)\big] + (m-a)(N_k-N_i) \ \ge\ m-a .
\]

The bracket is nonnegative because \(k\) is stable at \(a\), and \(N_k-N_i\ge 1\). If \(N_i>N_k\), compare with the upper edge:

\[
G_i(m)-G_k(m) = \big[G_i(b)-G_k(b)\big] + (b-m)(N_i-N_k) \ \ge\ b-m .
\]

In both cases the gap is at least \(\min(m-a,\,b-m)\).

Now change the energies. The term with \(m\) is unaffected, so the gap changes by

\[
(E'_i-E_i)-(E'_k-E_k) \ \ge\ -2d .
\]

The new gap is therefore positive whenever \(m-a>2d\) and \(b-m>2d\), that is, for \(a+2d<m<b-2d\). At the midpoint both distances equal \((b-a)/2\), and the condition becomes \(b-a>4d\).

## Three phases that reach the threshold

For \(N=0,1,2\) the middle phase is stable when \(E_1-m\le E_0\) and \(E_1-m\le E_2-2m\), which means

\[
E_1-E_0\ \le\ m\ \le\ E_2-E_1 .
\]

The energies \((-a,\,0,\,b)\) give exactly the window \([a,b]\). Raise the middle energy by \(d\) and lower the outer two by \(d\), which gives \((-a-d,\ d,\ b-d)\). The window becomes

\[
a+2d\ \le\ m\ \le\ b-2d .
\]

Strict stability against phase 0 at the midpoint requires \((a+b)/2>a+2d\), which is \(b-a>4d\). At \(b-a=4d\) the three phases tie at the midpoint. For \(b-a<4d\) the window is empty, and the middle phase has left the diagram.

## The Lean file

```lean
import Mathlib

open Set

namespace SurfacePhaseRobustness

noncomputable section

variable {ι : Type*}

/-- Grand energy `E_i - m N_i` of surface phase `i` at adsorbate chemical potential `m`. -/
def grandEnergy (E : ι → ℝ) (N : ι → ℤ) (m : ℝ) (i : ι) : ℝ := E i - m * (N i : ℝ)

/-- Phase `k` is stable at `m` if no phase has a lower grand energy. -/
def IsStable (E : ι → ℝ) (N : ι → ℤ) (m : ℝ) (k : ι) : Prop :=
  ∀ i, grandEnergy E N m k ≤ grandEnergy E N m i

/-- Phase `k` is strictly stable at `m` if every other phase has a higher grand energy. -/
def IsStrictlyStable (E : ι → ℝ) (N : ι → ℤ) (m : ℝ) (k : ι) : Prop :=
  ∀ i, i ≠ k → grandEnergy E N m k < grandEnergy E N m i

/-- If phase `k` is stable at `a` and at `b`, then at `m` in `[a, b]` a phase with a different
adsorbate number lies above it by at least the distance from `m` to the nearer endpoint. -/
theorem gap_ge_distance_to_edge {E : ι → ℝ} {N : ι → ℤ} {k i : ι} {a b m : ℝ}
    (ha : IsStable E N a k) (hb : IsStable E N b k) (hN : N i ≠ N k)
    (ham : a ≤ m) (hmb : m ≤ b) :
    min (m - a) (b - m) ≤ grandEnergy E N m i - grandEnergy E N m k := by
  have h1 := ha i
  have h2 := hb i
  unfold grandEnergy at *
  rcases lt_or_gt_of_ne hN with h | h
  · -- a phase with fewer adsorbates is controlled from the lower endpoint
    have hz : (N i : ℝ) + 1 ≤ (N k : ℝ) := by exact_mod_cast h
    have hp := mul_nonneg (sub_nonneg.mpr ham) (sub_nonneg.mpr hz)
    refine (min_le_left _ _).trans ?_
    linarith
  · -- a phase with more adsorbates is controlled from the upper endpoint
    have hz : (N k : ℝ) + 1 ≤ (N i : ℝ) := by exact_mod_cast h
    have hp := mul_nonneg (sub_nonneg.mpr hmb) (sub_nonneg.mpr hz)
    refine (min_le_right _ _).trans ?_
    linarith

/-- Changing every energy by at most `d` lowers the grand-energy gap between two phases
by at most `2d`. -/
theorem gap_after_energy_error {E E' : ι → ℝ} {d : ℝ} (hE : ∀ i, |E' i - E i| ≤ d)
    (N : ι → ℤ) (m : ℝ) (i k : ι) :
    grandEnergy E N m i - grandEnergy E N m k - 2 * d
      ≤ grandEnergy E' N m i - grandEnergy E' N m k := by
  have hi := abs_le.mp (hE i)
  have hk := abs_le.mp (hE k)
  unfold grandEnergy
  linarith [hi.1, hk.2]

/-- Let phase `k` be stable at `a` and `b`, and let no other phase share its adsorbate number.
After energy changes of at most `d` it is strictly stable whenever `a + 2d < m < b - 2d`. -/
theorem strictlyStable_in_reduced_window {E E' : ι → ℝ} {N : ι → ℤ} {k : ι} {a b d m : ℝ}
    (hN : ∀ i, i ≠ k → N i ≠ N k) (ha : IsStable E N a k) (hb : IsStable E N b k)
    (hE : ∀ i, |E' i - E i| ≤ d) (ham : a + 2 * d < m) (hmb : m < b - 2 * d) :
    IsStrictlyStable E' N m k := by
  intro i hi
  have hd : 0 ≤ d := (abs_nonneg _).trans (hE k)
  have hgap := gap_ge_distance_to_edge ha hb (hN i hi)
    (by linarith : a ≤ m) (by linarith : m ≤ b)
  have herr := gap_after_energy_error hE N m i k
  -- both endpoints are farther away than the largest possible loss of the gap
  have hmin : 2 * d < min (m - a) (b - m) := lt_min (by linarith) (by linarith)
  linarith

/-- Let phase `k` be stable throughout `[a, b]`, and let no other phase share its adsorbate
number. If every energy changes by at most `d` and `b - a > 4d`, phase `k` is strictly stable
at the midpoint of the interval. -/
theorem strictlyStable_at_midpoint {E E' : ι → ℝ} {N : ι → ℤ} {k : ι} {a b d : ℝ}
    (hN : ∀ i, i ≠ k → N i ≠ N k) (hk : ∀ m ∈ Icc a b, IsStable E N m k)
    (hE : ∀ i, |E' i - E i| ≤ d) (hab : 4 * d < b - a) :
    IsStrictlyStable E' N ((a + b) / 2) k := by
  have hd : 0 ≤ d := (abs_nonneg _).trans (hE k)
  have hle : a ≤ b := by linarith
  exact strictlyStable_in_reduced_window hN (hk a (left_mem_Icc.mpr hle))
    (hk b (right_mem_Icc.mpr hle)) hE (by linarith) (by linarith)

/-- Adsorbate numbers 0, 1, 2 of three surface phases. -/
def count : Fin 3 → ℤ := ![0, 1, 2]

/-- Energies `-a, 0, b` of the three phases. -/
def windowEnergy (a b : ℝ) : Fin 3 → ℝ := ![-a, 0, b]

/-- The energies `-a, 0, b` with the middle one raised by `d` and the outer ones lowered
by `d`. -/
def shiftedEnergy (a b d : ℝ) : Fin 3 → ℝ := ![-a - d, d, b - d]

/-- For adsorbate numbers 0, 1, 2 and energies `x, y, z`, the middle phase is stable exactly
when the chemical potential lies between the two adsorption steps `y - x` and `z - y`. -/
theorem middle_stable_iff (x y z m : ℝ) :
    IsStable ![x, y, z] count m 1 ↔ y - x ≤ m ∧ m ≤ z - y := by
  constructor
  · intro h
    have h0 := h 0
    have h2 := h 2
    simp [grandEnergy, count] at h0 h2
    constructor <;> linarith
  · rintro ⟨h0, h2⟩ i
    fin_cases i <;> simp [grandEnergy, count] <;> linarith

/-- For `d ≥ 0`, the shifted energies differ from the original ones by at most `d`. -/
theorem shift_le {d : ℝ} (hd : 0 ≤ d) (a b : ℝ) (i : Fin 3) :
    |shiftedEnergy a b d i - windowEnergy a b i| ≤ d := by
  rw [abs_le]
  fin_cases i <;> constructor <;> simp [shiftedEnergy, windowEnergy] <;> linarith

/-- For adsorbate numbers 0, 1, 2 and `d ≥ 0`, stability of the middle phase throughout `[a, b]`
guarantees its strict stability at the midpoint after all energy changes of at most `d`
if and only if `b - a > 4d`. -/
theorem midpoint_guarantee_iff {a b d : ℝ} (hd : 0 ≤ d) :
    (∀ E E' : Fin 3 → ℝ, (∀ m ∈ Icc a b, IsStable E count m 1) →
      (∀ i, |E' i - E i| ≤ d) → IsStrictlyStable E' count ((a + b) / 2) 1)
      ↔ 4 * d < b - a := by
  constructor
  · intro h
    have hs : ∀ m ∈ Icc a b, IsStable (windowEnergy a b) count m 1 := by
      intro m hm
      exact (middle_stable_iff (-a) 0 b m).mpr ⟨by linarith [hm.1], by linarith [hm.2]⟩
    -- compare the middle phase with the empty surface after the worst shift
    have h0 := h _ _ hs (shift_le hd a b) 0 (by decide)
    simp [grandEnergy, count, shiftedEnergy] at h0
    linarith
  · intro hab E E' hs hE
    exact strictlyStable_at_midpoint (by decide) hs hE hab

/-- Let `d ≥ 0` and `b - a < 4d`. With adsorbate numbers 0, 1, 2 and energies `-a, 0, b` the middle
phase is stable exactly on `[a, b]`. The shifted energies differ from these by at most `d`, and with
them the middle phase is stable at no chemical potential. -/
theorem middle_phase_can_vanish {a b d : ℝ} (hd : 0 ≤ d) (hab : b - a < 4 * d) :
    (∀ m, IsStable (windowEnergy a b) count m 1 ↔ m ∈ Icc a b) ∧
      (∀ i, |shiftedEnergy a b d i - windowEnergy a b i| ≤ d) ∧
      ∀ m, ¬ IsStable (shiftedEnergy a b d) count m 1 := by
  refine ⟨fun m => ?_, shift_le hd a b, fun m h => ?_⟩
  · refine (middle_stable_iff (-a) 0 b m).trans ?_
    rw [mem_Icc, zero_sub, neg_neg, sub_zero]
  · -- the two adsorption steps have crossed, so no chemical potential is left
    have h' := (middle_stable_iff (-a - d) d (b - d) m).mp h
    linarith [h'.1, h'.2]

end

end SurfacePhaseRobustness
```

```lean
#print axioms SurfacePhaseRobustness.strictlyStable_in_reduced_window
-- 'SurfacePhaseRobustness.strictlyStable_in_reduced_window' depends on axioms: [propext, Classical.choice, Quot.sound]
#print axioms SurfacePhaseRobustness.midpoint_guarantee_iff
-- 'SurfacePhaseRobustness.midpoint_guarantee_iff' depends on axioms: [propext, Classical.choice, Quot.sound]
#print axioms SurfacePhaseRobustness.middle_phase_can_vanish
-- 'SurfacePhaseRobustness.middle_phase_can_vanish' depends on axioms: [propext, Classical.choice, Quot.sound]
```

## How the general bound is proved

`gap_ge_distance_to_edge` is the estimate from the edges. It uses stability only at `a` and `b`. The call to `lt_or_gt_of_ne` separates competitors with fewer adsorbates from those with more. In the first case `exact_mod_cast` turns the strict inequality between integers into \(N_i+1\le N_k\) between real numbers. The product of \(m-a\) and \(N_k-(N_i+1)\) is then nonnegative by `mul_nonneg`. Adding this product to the stability inequality at \(a\) gives the bound \(m-a\), and `linarith` does the addition. The second case is the same at the upper edge.

`gap_after_energy_error` is the loss of at most \(2d\). It takes the lower bound on the change of \(E_i\) and the upper bound on the change of \(E_k\), the combination that hurts phase \(k\) most.

`strictlyStable_in_reduced_window` joins the two. The step `hmin` states that both edges are farther away than \(2d\), so the gap outlasts the error. That \(d\ge 0\) follows from `hE`, since an absolute value is nonnegative. `strictlyStable_at_midpoint` evaluates stability at the two ends of the interval and inserts \(m=(a+b)/2\).

## How sharpness is proved

`middle_stable_iff` computes the window for three arbitrary energies. In one direction it tests the middle phase, which has index `1`, against phases `0` and `2`; in the other, `fin_cases` runs through all three phases. `shift_le` confirms that the shifted energies stay within \(d\) of the original ones.

In `midpoint_guarantee_iff`, the direction from the guarantee to the inequality applies the guarantee to `windowEnergy` and `shiftedEnergy`. The comparison with phase `0` at the midpoint then yields \(b-a>4d\). The converse is the general midpoint theorem, with `decide` checking that the numbers 0 and 2 differ from 1.

`middle_phase_can_vanish` treats \(b-a<4d\). Its three parts say that the original window is exactly \([a,b]\), that no energy moves by more than \(d\), and that the shifted middle phase is stable at no \(m\). For the last part, stability at some \(m\) would give \(a+2d\le m\le b-2d\), which contradicts \(b-a<4d\).
